# Mott's formula and the Lorenz limit for a bounded transmission positive and differentiable at μ

Let T be a bounded, measurable transmission function, independent of temperature and differentiable at a fixed chemical potential μ with slope T′. Let Lₙ be the integral of (E−μ)ⁿ T(E)(−df/dE) over energy, with f the Fermi function. As the temperature t, in energy units, tends to 0⁺,

L₀ → T(μ),  L₁/t² → (π²/3)T′,  L₂/t² → (π²/3)T(μ).

If also T(μ) > 0, the Seebeck coefficient S, in units of k_B/e, and the Lorenz ratio, in units of (k_B/e)², satisfy

S/t → −(π²/3)T′/T(μ),  (L₀L₂ − L₁²)/(tL₀)² → π²/3.

For non-interacting electrons with a fixed transmission, these limits can test numerically integrated transport coefficients.

## Fermi function, moments and units

Here t is k_B times temperature, and μ and T do not vary with t. The Fermi function is f(E) = 1/(1 + exp((E−μ)/t)).

```lean
import Mathlib

open MeasureTheory Filter Set Topology Real

namespace LowTemperatureTransport

noncomputable section

/-- The Fermi function at chemical potential `mu` and temperature `t` (in energy units). -/
def fermi (mu t E : ℝ) : ℝ := (1 + Real.exp ((E - mu) / t))⁻¹
```

The moments are Lebesgue integrals over all real energies, Lₙ = ∫ (E−μ)ⁿ T(E)(−df/dE) dE.

```lean
/-- The transport moment `L_n`: the integral of `(E - mu)^n T(E) (-df/dE)` over energy. -/
def moment (T : ℝ → ℝ) (mu : ℝ) (n : ℕ) (t : ℝ) : ℝ :=
  ∫ E, (E - mu) ^ n * T E * (-deriv (fermi mu t) E)
```

With e > 0 the elementary charge, S = −L₁/(tL₀) is in units of k_B/e, and the Lorenz ratio is in units of (k_B/e)².

```lean
/-- The Seebeck coefficient `-L1 / (t L0)`, in units of Boltzmann constant over charge. -/
def seebeck (T : ℝ → ℝ) (mu t : ℝ) : ℝ := -moment T mu 1 t / (t * moment T mu 0 t)

/-- The Lorenz ratio `(L0 L2 - L1^2) / (t L0)^2` in reduced units. -/
def lorenz (T : ℝ → ℝ) (mu t : ℝ) : ℝ :=
  (moment T mu 0 t * moment T mu 2 t - moment T mu 1 t ^ 2) / (t * moment T mu 0 t) ^ 2
```

The thermal window is w(x) = eˣ/(1+eˣ)², with x = (E−μ)/t.

```lean
/-- The thermal window as a function of the reduced energy `x = (E - mu) / t`. -/
def window (x : ℝ) : ℝ := Real.exp x / (1 + Real.exp x) ^ 2
```

## (a) Slope of the Fermi function

Differentiate f. The chain rule gives

df/dE = −eˣ/(1+eˣ)² · 1/t = −w(x)/t.

```lean
/-- The energy derivative of the Fermi function is minus the thermal window over `t`. -/
theorem hasDerivAt_fermi (mu t E : ℝ) :
    HasDerivAt (fermi mu t) (-(window ((E - mu) / t) / t)) E := by
  have h1 : HasDerivAt (fun E : ℝ => (E - mu) / t) (1 / t) E :=
    ((hasDerivAt_id' E).sub_const mu).div_const t
  have hne : 1 + Real.exp ((E - mu) / t) ≠ 0 := by positivity
  refine ((h1.exp.const_add 1).inv hne).congr_deriv ?_
  unfold window
  ring
```

## (b) Particle–hole symmetry

Show that w is even. Multiply the numerator and denominator of w(−x) = e⁻ˣ/(1+e⁻ˣ)² by e²ˣ; the result is w(x).

```lean
/-- The thermal window is even. -/
theorem window_neg (x : ℝ) : window (-x) = window x := by
  unfold window
  rw [Real.exp_neg]
  have h := Real.exp_pos x
  field_simp
  ring
```

## (c) Unit weight

Integrate w. An antiderivative is −1/(1+eˣ), which rises from −1/2 at x = 0 to 0 at infinity. The half-line gives 1/2, and evenness doubles it.

```lean
/-- The thermal window has unit weight. -/
theorem integral_window : ∫ x, window x = 1 := by
  have hd : ∀ x ∈ Ici (0 : ℝ), HasDerivAt (fun x => -(1 + Real.exp x)⁻¹) (window x) x := by
    intro x _
    have hne : 1 + Real.exp x ≠ 0 := by positivity
    refine (((Real.hasDerivAt_exp x).const_add 1).inv hne).neg.congr_deriv ?_
    unfold window
    ring
  have ht : Tendsto (fun x => -(1 + Real.exp x)⁻¹) atTop (𝓝 0) := by
    have h := (tendsto_inv_atTop_zero.comp
      (tendsto_atTop_add_const_left atTop (1 : ℝ) Real.tendsto_exp_atTop)).neg
    rw [neg_zero] at h
    exact h
  have h := integral_Ioi_of_hasDerivAt_of_nonneg' hd
    (fun x _ => by unfold window; positivity) ht
  have ha : ∀ x, window |x| = window x := fun x => by
    rcases abs_choice x with h | h
    · rw [h]
    · rw [h, window_neg]
  have h2 := integral_comp_abs (f := window)
  simp only [ha] at h2
  rw [h2, h, Real.exp_zero]
  norm_num
```

## (d) Second moment

Show that ∫ x²w dx = π²/3. For x > 0, expand

w(x) = Σₙ≥₁ (−1)ⁿ⁺¹ n e⁻ⁿˣ.

Since ∫₀^∞ x²e⁻ⁿˣ dx = 2/n³, the absolute integrals sum to 2Σ1/n² < ∞, which permits termwise integration:

∫₀^∞ x²w dx = 2Σₙ≥₁ (−1)ⁿ⁺¹/n².

Of Σ1/n² = π²/6, even n contribute π²/24 and odd n π²/8. The alternating sum is therefore π²/12, the half-line integral π²/6, and the full integral π²/3. The code sums the series with the opposite sign, from a vanishing n = 0 term.

```lean
/-- The second moment of the thermal window is `π^2 / 3`. -/
theorem integral_sq_window : ∫ x, x ^ 2 * window x = π ^ 2 / 3 := by
  have hexp : ∀ r : ℝ, 0 < r →
      ∫ x in Ioi (0 : ℝ), x ^ 2 * Real.exp (-(r * x)) = 2 / r ^ 3 := by
    intro r hr
    have h := Real.integral_rpow_mul_exp_neg_mul_Ioi (a := 3) (r := r) (by norm_num) hr
    have g3 : Real.Gamma 3 = 2 := by
      rw [show (3 : ℝ) = ((2 : ℕ) : ℝ) + 1 by norm_num, Real.Gamma_nat_eq_factorial]
      norm_num [Nat.factorial]
    have p3 : (1 / r) ^ (3 : ℝ) = (1 / r) ^ 3 := by exact_mod_cast Real.rpow_natCast (1 / r) 3
    rw [g3, p3, show (3 : ℝ) - 1 = ((2 : ℕ) : ℝ) by norm_num] at h
    simp only [Real.rpow_natCast] at h
    rw [h, one_div, inv_pow]
    ring
  have hint : ∀ r : ℝ, 0 < r →
      IntegrableOn (fun x : ℝ => x ^ 2 * Real.exp (-(r * x))) (Ioi 0) := by
    intro r hr
    by_contra h
    have h0 := integral_undef h
    rw [hexp r hr] at h0
    exact (by positivity : 2 / r ^ 3 ≠ 0) h0
  have hF : ∀ n : ℕ, Integrable (fun x : ℝ => ((-1) ^ n * (n : ℝ)) *
      (x ^ 2 * Real.exp (-(n * x)))) (volume.restrict (Ioi 0)) := by
    intro n
    rcases Nat.eq_zero_or_pos n with rfl | hn
    · simp
    · exact Integrable.const_mul (hint n (by exact_mod_cast hn)) _
  have hval : ∀ n : ℕ, (n : ℝ) * ∫ x in Ioi (0 : ℝ), x ^ 2 * Real.exp (-(n * x))
      = 2 * (1 / (n : ℝ) ^ 2) := by
    intro n
    rcases Nat.eq_zero_or_pos n with rfl | hn
    · simp
    · have hn' : (0 : ℝ) < n := by exact_mod_cast hn
      rw [hexp n hn']
      field_simp
  have hs : Summable fun n : ℕ => ∫ x in Ioi (0 : ℝ),
      ‖((-1) ^ n * (n : ℝ)) * (x ^ 2 * Real.exp (-(n * x)))‖ := by
    refine (summable_congr fun n => ?_).2 (hasSum_zeta_two.summable.mul_left 2)
    rw [← hval n, ← integral_const_mul]
    congr 1
    funext x
    have hn : ‖(-1 : ℝ) ^ n * n‖ = n := by simp
    rw [norm_mul, hn, Real.norm_of_nonneg
      (by positivity : 0 ≤ x ^ 2 * Real.exp (-(n * x)))]
  -- the window is a geometric-type series, integrated term by term
  have hsum := hasSum_integral_of_summable_integral_norm hF hs
  have hpt : ∫ x in Ioi (0 : ℝ), ∑' n : ℕ, ((-1) ^ n * (n : ℝ)) *
      (x ^ 2 * Real.exp (-(n * x))) = ∫ x in Ioi (0 : ℝ), -(x ^ 2 * window x) := by
    refine setIntegral_congr_fun measurableSet_Ioi fun x hx => ?_
    have hx' : 0 < x := hx
    have hr : ‖-Real.exp (-x)‖ < 1 := by
      rw [norm_neg, Real.norm_of_nonneg (Real.exp_pos _).le]
      exact Real.exp_lt_one_iff.2 (by linarith)
    have h := (hasSum_coe_mul_geometric_of_norm_lt_one hr).mul_left (x ^ 2)
    have hw : window x = Real.exp (-x) / (1 + Real.exp (-x)) ^ 2 := by
      rw [← window_neg x]; rfl
    have e : x ^ 2 * (-Real.exp (-x) / (1 - -Real.exp (-x)) ^ 2) = -(x ^ 2 * window x) := by
      rw [hw, sub_neg_eq_add]; ring
    refine Eq.trans (tsum_congr fun n => ?_) (h.tsum_eq.trans e)
    rw [neg_pow (Real.exp (-x)) n, ← Real.exp_nat_mul, mul_neg]
    ring
  -- the alternating sum of inverse squares
  have he : HasSum (fun k : ℕ => 1 / ((2 * k : ℕ) : ℝ) ^ 2) (π ^ 2 / 24) := by
    have h := hasSum_zeta_two.mul_left (1 / 4 : ℝ)
    have e : (fun k : ℕ => 1 / ((2 * k : ℕ) : ℝ) ^ 2) =
        fun k : ℕ => 1 / 4 * (1 / (k : ℝ) ^ 2) := by
      funext k
      push_cast
      ring
    rw [e, show π ^ 2 / 24 = 1 / 4 * (π ^ 2 / 6) by ring]
    exact h
  obtain ⟨b, ho⟩ : ∃ b, HasSum (fun k : ℕ => 1 / ((2 * k + 1 : ℕ) : ℝ) ^ 2) b :=
    ⟨_, (hasSum_zeta_two.summable.comp_injective (i := fun k : ℕ => 2 * k + 1)
      (fun a b h => by simpa using h)).hasSum⟩
  have hb := (HasSum.even_add_odd (f := fun n : ℕ => 1 / (n : ℝ) ^ 2) he ho).unique
    hasSum_zeta_two
  have halt : HasSum (fun n : ℕ => (-1 : ℝ) ^ n * (1 / (n : ℝ) ^ 2)) (π ^ 2 / 24 + -b) := by
    apply HasSum.even_add_odd
    · convert he using 2 with k
      rw [Even.neg_one_pow ⟨k, two_mul k⟩, one_mul]
    · have e : (fun k : ℕ => (-1 : ℝ) ^ (2 * k + 1) * (1 / ((2 * k + 1 : ℕ) : ℝ) ^ 2)) =
          fun k : ℕ => -(1 / ((2 * k + 1 : ℕ) : ℝ) ^ 2) := by
        funext k
        rw [Odd.neg_one_pow ⟨k, rfl⟩, neg_one_mul]
      change HasSum (fun k : ℕ => (-1 : ℝ) ^ (2 * k + 1) *
        (1 / ((2 * k + 1 : ℕ) : ℝ) ^ 2)) (-b)
      rw [e]
      exact ho.neg
  have hterm : (fun n : ℕ => ∫ x in Ioi (0 : ℝ), ((-1) ^ n * (n : ℝ)) *
      (x ^ 2 * Real.exp (-(n * x)))) = fun n : ℕ => 2 * ((-1 : ℝ) ^ n * (1 / (n : ℝ) ^ 2)) := by
    funext n
    rw [integral_const_mul]
    linear_combination (-1 : ℝ) ^ n * hval n
  rw [hpt, hterm, integral_neg] at hsum
  have hhalf := hsum.unique (halt.mul_left 2)
  have ha : ∀ x, |x| ^ 2 * window |x| = x ^ 2 * window x := fun x => by
    rcases abs_choice x with h | h
    · rw [h]
    · rw [h, window_neg, neg_sq]
  have h2 := integral_comp_abs (f := fun x => x ^ 2 * window x)
  simp only [ha] at h2
  rw [h2]
  linarith
```

## (e) Reduced energy

Rewrite Lₙ for t > 0. With E = μ + tx, the factor t from dE cancels the 1/t in (a):

Lₙ = tⁿ ∫ xⁿ T(μ+tx) w(x) dx.

```lean
/-- For `t > 0`, in the reduced energy, `L_n` is `t^n` times a window average of `x^n T(mu + t x)`.
-/
theorem moment_eq (T : ℝ → ℝ) (mu : ℝ) (n : ℕ) {t : ℝ} (ht : 0 < t) :
    moment T mu n t = t ^ n * ∫ x, x ^ n * T (mu + t * x) * window x := by
  have key : ∀ F : ℝ → ℝ, ∫ E, F E = t * ∫ x, F (mu + t * x) := by
    intro F
    have h2 : ∫ x, F (mu + t * x) = |t⁻¹| • ∫ y, F (mu + y) :=
      Measure.integral_comp_mul_left (fun y => F (mu + y)) t
    rw [h2, integral_add_left_eq_self F mu, abs_of_pos (inv_pos.2 ht), smul_eq_mul,
      mul_inv_cancel_left₀ ht.ne']
  unfold moment
  rw [key, ← integral_const_mul, ← integral_const_mul]
  congr 1
  funext x
  have hdv : deriv (fermi mu t) (mu + t * x) = -(window x / t) := by
    rw [(hasDerivAt_fermi mu t _).deriv, add_sub_cancel_left, mul_div_cancel_left₀ _ ht.ne']
  simp only [hdv, add_sub_cancel_left, neg_neg, mul_pow]
  have hne := ht.ne'
  field_simp
```

## (f) Thermal averages

Let |g| ≤ C, with g measurable and continuous at μ, and xⁿw integrable. Find the limit of ∫ xⁿg(μ+tx)w dx. At each fixed x, g(μ+tx) → g(μ), and C|xⁿw| dominates the integrand. Dominated convergence gives g(μ)∫ xⁿw dx.

```lean
/-- For a bounded measurable `g` continuous at `mu`, and `n` such that `x^n` times the window is
integrable, window averages of `x^n g(mu + t x)` exist and tend to `g(mu)` times the window moment
as `t` tends to `0` from above. -/
theorem thermal_average {g : ℝ → ℝ} {mu C : ℝ} {n : ℕ} (hm : Measurable g)
    (hb : ∀ E, |g E| ≤ C) (hc : ContinuousAt g mu)
    (hi : Integrable fun x => x ^ n * window x) :
    (∀ t : ℝ, Integrable fun x => x ^ n * g (mu + t * x) * window x) ∧
    Tendsto (fun t : ℝ => ∫ x, x ^ n * g (mu + t * x) * window x) (𝓝[>] 0)
      (𝓝 (g mu * ∫ x, x ^ n * window x)) := by
  have hw : Measurable window := by unfold window; fun_prop
  have hmeas : ∀ t : ℝ,
      AEStronglyMeasurable (fun x => x ^ n * g (mu + t * x) * window x) volume := by
    intro t
    have h1 : Measurable fun x : ℝ => g (mu + t * x) := hm.comp (by fun_prop)
    exact (((measurable_id.pow_const n).mul h1).mul hw).aestronglyMeasurable
  have hbd : ∀ t x : ℝ, ‖x ^ n * g (mu + t * x) * window x‖ ≤ C * ‖x ^ n * window x‖ := by
    intro t x
    calc ‖x ^ n * g (mu + t * x) * window x‖ = |g (mu + t * x)| * ‖x ^ n * window x‖ := by
          simp only [Real.norm_eq_abs, abs_mul]; ring
      _ ≤ _ := mul_le_mul_of_nonneg_right (hb _) (norm_nonneg _)
  refine ⟨fun t => (hi.norm.const_mul C).mono' (hmeas t) (Eventually.of_forall (hbd t)), ?_⟩
  rw [← integral_const_mul]
  refine tendsto_integral_filter_of_dominated_convergence (fun x => C * ‖x ^ n * window x‖)
    (Eventually.of_forall hmeas) (Eventually.of_forall fun t => Eventually.of_forall (hbd t))
    (hi.norm.const_mul C) (Eventually.of_forall fun x => ?_)
  have hcont : Continuous fun t : ℝ => mu + t * x := by fun_prop
  have h : Tendsto (fun t : ℝ => mu + t * x) (𝓝[>] 0) (𝓝 mu) :=
    (hcont.tendsto' 0 mu (by simp)).mono_left nhdsWithin_le_nhds
  have h2 := ((hc.tendsto.comp h).const_mul (x ^ n)).mul_const (window x)
  rw [show g mu * (x ^ n * window x) = x ^ n * g mu * window x by ring]
  exact h2
```

## (g) The difference quotient

Show that g(E) = (T(E)−T(μ))/(E−μ), with g(μ) = T′, is measurable and bounded. This is `dslope T mu`. It is continuous at μ, so |g| ≤ |T′|+1 within some distance δ; farther away, |T| ≤ C gives |g| ≤ 2C/δ. The sum of the two bounds works everywhere.

```lean
/-- The difference quotient of a bounded measurable transmission at a point of
differentiability, completed there by the derivative, is measurable and bounded. -/
theorem quotient_bounded {T : ℝ → ℝ} {mu C : ℝ} (hm : Measurable T)
    (hb : ∀ E, |T E| ≤ C) (hd : DifferentiableAt ℝ T mu) :
    Measurable (dslope T mu) ∧ ∃ K, ∀ E, |dslope T mu E| ≤ K := by
  constructor
  · have hg : dslope T mu =
        fun E => if E = mu then deriv T mu else (T E - T mu) / (E - mu) := by
      funext E
      by_cases h : E = mu
      · simp [h]
      · rw [if_neg h, dslope_of_ne _ h, slope_def_field]
    rw [hg]
    exact Measurable.ite (measurableSet_singleton mu) measurable_const
      ((hm.sub_const _).div (measurable_id.sub_const _))
  · have hC : 0 ≤ C := (abs_nonneg _).trans (hb mu)
    obtain ⟨δ, hδ, h⟩ := Metric.continuousAt_iff.1 (continuousAt_dslope_same.2 hd) 1 one_pos
    have hq : 0 ≤ 2 * C / δ := by positivity
    refine ⟨|dslope T mu mu| + 1 + 2 * C / δ, fun E => ?_⟩
    by_cases hE : dist E mu < δ
    · -- near mu: continuity of the quotient
      have h1 := h hE
      rw [Real.dist_eq] at h1
      have h2 := abs_sub_abs_le_abs_sub (dslope T mu E) (dslope T mu mu)
      linarith
    · -- away from mu: boundedness of T
      rw [Real.dist_eq, not_lt] at hE
      have h1 := sub_smul_dslope T mu E
      rw [smul_eq_mul] at h1
      have h2 : |E - mu| * |dslope T mu E| ≤ 2 * C := by
        rw [← abs_mul, h1]
        have h3 := abs_le.1 (hb E)
        have h4 := abs_le.1 (hb mu)
        exact abs_le.2 ⟨by linarith, by linarith⟩
      have h5 : |dslope T mu E| ≤ 2 * C / δ := by
        rw [le_div_iff₀ hδ]
        nlinarith [mul_le_mul_of_nonneg_right hE (abs_nonneg (dslope T mu E))]
      linarith [abs_nonneg (dslope T mu mu)]
```

## (h) The three moments

Find the limits. For L₀ and L₂, apply (f) to T with n = 0 and 2. For L₁, write T(μ+tx) = T(μ) + tx g(μ+tx):

L₁ = tT(μ)∫ xw dx + t²∫ x²g(μ+tx)w dx.

The first integral vanishes by parity; (f) applied to g handles the second.

In Lean, `HasDerivAt T T' mu` supplies the slope and `𝓝[>] 0` means t → 0⁺. Integrability of w and x²w follows from their nonzero integrals, because Lean assigns zero to a non-integrable function; |x| ≤ 1+x² then covers xw.

```lean
/-- Low-temperature limits of the transport moments for a bounded measurable transmission
that is differentiable at the chemical potential. -/
theorem moments_low_temperature {T : ℝ → ℝ} {mu C T' : ℝ} (hm : Measurable T)
    (hb : ∀ E, |T E| ≤ C) (hd : HasDerivAt T T' mu) :
    Tendsto (fun t => moment T mu 0 t) (𝓝[>] 0) (𝓝 (T mu)) ∧
    Tendsto (fun t => moment T mu 1 t / t ^ 2) (𝓝[>] 0) (𝓝 (π ^ 2 / 3 * T')) ∧
    Tendsto (fun t => moment T mu 2 t / t ^ 2) (𝓝[>] 0) (𝓝 (π ^ 2 / 3 * T mu)) := by
  have hi : Integrable window := by
    by_contra h
    have h0 := integral_undef h
    rw [integral_window] at h0
    exact one_ne_zero h0
  have hi0 : Integrable fun x => x ^ 0 * window x := by simpa using hi
  have hi2 : Integrable fun x => x ^ 2 * window x := by
    by_contra h
    have h0 := integral_undef h
    rw [integral_sq_window] at h0
    exact (by positivity : π ^ 2 / 3 ≠ 0) h0
  have hi1 : Integrable fun x => x * window x := by
    have hw : Measurable window := by unfold window; fun_prop
    refine (hi.add hi2).mono' (measurable_id.mul hw).aestronglyMeasurable
      (Eventually.of_forall fun x => ?_)
    have hp : 0 ≤ window x := by unfold window; positivity
    have hx : |x| ≤ 1 + x ^ 2 := by
      rw [← sq_abs x]
      nlinarith [sq_nonneg (|x| - 1), abs_nonneg x]
    have h3 := mul_le_mul_of_nonneg_right hx hp
    change ‖x * window x‖ ≤ window x + x ^ 2 * window x
    rw [Real.norm_eq_abs, abs_mul, abs_of_nonneg hp]
    linarith
  have hodd : ∫ x, x * window x = 0 := by
    have h := integral_neg_eq_self (fun x : ℝ => x * window x) volume
    simp only [window_neg, neg_mul, integral_neg] at h
    linarith
  refine ⟨?_, ?_, ?_⟩
  · have h := (thermal_average hm hb hd.continuousAt hi0).2
    simp only [pow_zero, one_mul, integral_window, mul_one] at h
    refine h.congr' ?_
    filter_upwards [self_mem_nhdsWithin] with t ht
    rw [moment_eq T mu 0 ht]
    simp only [pow_zero, one_mul]
  · obtain ⟨hgm, K, hK⟩ := quotient_bounded hm hb hd.differentiableAt
    have hG := thermal_average hgm hK (continuousAt_dslope_same.2 hd.differentiableAt) hi2
    have h := hG.2
    rw [dslope_same, hd.deriv, integral_sq_window, mul_comm] at h
    refine h.congr' ?_
    filter_upwards [self_mem_nhdsWithin] with t ht
    have hne : t ≠ 0 := ne_of_gt ht
    -- the constant part of T drops out by particle-hole symmetry
    have hsplit : ∫ x, x ^ 1 * T (mu + t * x) * window x =
        t * ∫ x, x ^ 2 * dslope T mu (mu + t * x) * window x := by
      calc ∫ x, x ^ 1 * T (mu + t * x) * window x
          = ∫ x, (T mu * (x * window x) +
              t * (x ^ 2 * dslope T mu (mu + t * x) * window x)) := by
            congr 1
            funext x
            have h1 := sub_smul_dslope T mu (mu + t * x)
            rw [smul_eq_mul, add_sub_cancel_left] at h1
            linear_combination (-(x * window x)) * h1
        _ = (∫ x, T mu * (x * window x)) +
              ∫ x, t * (x ^ 2 * dslope T mu (mu + t * x) * window x) :=
            integral_add (hi1.const_mul _) ((hG.1 t).const_mul _)
        _ = _ := by rw [integral_const_mul, integral_const_mul, hodd, mul_zero, zero_add]
    rw [moment_eq T mu 1 ht, hsplit, eq_div_iff (pow_ne_zero 2 hne)]
    ring
  · have h := (thermal_average hm hb hd.continuousAt hi2).2
    rw [integral_sq_window, mul_comm] at h
    refine h.congr' ?_
    filter_upwards [self_mem_nhdsWithin] with t ht
    have hne : t ≠ 0 := ne_of_gt ht
    rw [moment_eq T mu 2 ht, mul_div_cancel_left₀ _ (pow_ne_zero 2 hne)]
```

## (i) Mott's formula

Assume T(μ) > 0. Divide the limits in (h):

S/t = −(L₁/t²)/L₀ → −(π²/3)T′/T(μ).

```lean
/-- Mott's formula: for a bounded measurable transmission that is differentiable and positive at
`mu`, the Seebeck coefficient divided by temperature tends to `-(π^2 / 3) T'(mu) / T(mu)` as the
temperature tends to `0` from above. -/
theorem mott_formula {T : ℝ → ℝ} {mu C T' : ℝ} (hm : Measurable T)
    (hb : ∀ E, |T E| ≤ C) (hd : HasDerivAt T T' mu) (hT : 0 < T mu) :
    Tendsto (fun t => seebeck T mu t / t) (𝓝[>] 0) (𝓝 (-(π ^ 2 / 3) * (T' / T mu))) := by
  obtain ⟨h0, h1, _⟩ := moments_low_temperature hm hb hd
  have h := (h1.div h0 hT.ne').neg
  rw [show -(π ^ 2 / 3) * (T' / T mu) = -(π ^ 2 / 3 * T' / T mu) by ring]
  refine h.congr fun t => ?_
  simp only [seebeck, Pi.div_apply]
  ring
```

## (j) The Wiedemann–Franz limit

Under the same assumption, rewrite the Lorenz ratio as

[L₀(L₂/t²) − t²(L₁/t²)²]/L₀².

The second term vanishes and the first tends to (π²/3)T(μ)², so the ratio tends to π²/3. This concerns electronic heat in the fixed-transmission model; phonon heat and inelastic scattering are absent.

```lean
/-- Wiedemann-Franz law: the Lorenz ratio tends to `π^2 / 3` as the temperature tends to `0` from
above, for a bounded measurable transmission that is differentiable and positive at the chemical
potential. -/
theorem wiedemann_franz {T : ℝ → ℝ} {mu C T' : ℝ} (hm : Measurable T)
    (hb : ∀ E, |T E| ≤ C) (hd : HasDerivAt T T' mu) (hT : 0 < T mu) :
    Tendsto (fun t => lorenz T mu t) (𝓝[>] 0) (𝓝 (π ^ 2 / 3)) := by
  obtain ⟨h0, h1, h2⟩ := moments_low_temperature hm hb hd
  have ht : Tendsto (fun t : ℝ => t) (𝓝[>] 0) (𝓝 0) := nhdsWithin_le_nhds
  -- the thermoelectric correction L1^2 is smaller by a factor t^2
  have h := ((h0.mul h2).sub ((h1.pow 2).mul (ht.pow 2))).div (h0.pow 2)
    (pow_ne_zero 2 hT.ne')
  have e : (T mu * (π ^ 2 / 3 * T mu) - (π ^ 2 / 3 * T') ^ 2 * 0 ^ 2) / T mu ^ 2
      = π ^ 2 / 3 := by
    rw [div_eq_iff (pow_ne_zero 2 hT.ne')]
    ring
  rw [e] at h
  refine h.congr' ?_
  filter_upwards [self_mem_nhdsWithin] with t ht
  have hne : t ≠ 0 := ne_of_gt ht
  have a : (moment T mu 1 t / t ^ 2) ^ 2 * t ^ 2 = moment T mu 1 t ^ 2 / t ^ 2 := by
    field_simp
  simp only [lorenz, Pi.div_apply]
  rw [a]
  ring

end

end LowTemperatureTransport
```

```lean
#print axioms LowTemperatureTransport.mott_formula
-- 'LowTemperatureTransport.mott_formula' depends on axioms: [propext, Classical.choice, Quot.sound]
#print axioms LowTemperatureTransport.wiedemann_franz
-- 'LowTemperatureTransport.wiedemann_franz' depends on axioms: [propext, Classical.choice, Quot.sound]
```

## Numbers for a linear transmission

Take T(E) = 1/2 + (E−μ)/(1 eV), clipped to [0,1], and t = 0.01 eV. Then L₀ = 1/2, L₁ ≈ 3.290×10⁻⁴ eV and L₂ ≈ 1.645×10⁻⁴ eV². Hence S ≈ −0.0658 k_B/e, and the Lorenz ratio is about 3.290 − 0.004 = 3.286.

## Fixed particle number

A model with fixed particle number would let μ depend on t, a case the theorems above do not cover. If μ(t) differs from its limit μ₀ by at most a constant times t, the difference quotient at μ₀ still gives the same limits, with T and T′ taken at μ₀.
